# The full gauge field of a spin texture is flat, but its projection can be curved

Suppose the spin axes of a noncollinear magnet are rotated to follow the local magnetisation, and the resulting field strength is computed as a curl alone. A magnetic field can then seem to act on the electrons, although nothing has happened except a change of frame. The problems below show that the complete field strength vanishes when the spatial derivatives commute, and that a field can appear once a single spin channel is kept. For independent electrons whose spin follows the texture adiabatically, the projected gauge field enters the kinetic term of the effective one-channel Hamiltonian, and its curvature acts on the orbital motion as a magnetic field.

## Fields, frames and curvature

Let $R$ be a ring, to be thought of as the spin-matrix-valued functions of position. The spatial derivatives $d$, $d_1$, $d_2$ are additive maps $R\to R$, written `R →+ R`.

```lean
import Mathlib

open Matrix MvPolynomial

namespace SpinTextureGauge

noncomputable section

variable {R : Type*} [Ring R] {d d1 d2 : R →+ R}
```

Additivity does not give the product rule, so it is a separate condition: $d(ab)=d(a)\,b+a\,d(b)$, with the order of the factors kept.

```lean
/-- The Leibniz rule for a spatial derivative acting on matrix-valued fields. -/
def IsLeibniz (d : R →+ R) : Prop := ∀ a b, d (a * b) = d a * b + a * d b
```

A texture is a unit $u$ of $R$, in Lean an element of `Rˣ`. Writing a spinor as $\psi=u\chi$ gives $d_i\psi=u(d_i+A_i)\chi$ with $A_i=u^{-1}d_i(u)$. This convention carries no factor of $i$, charge or $\hbar$. An SU(2) texture is the special case of unitary $2\times2$ matrices of determinant one; unitarity is never used.

```lean
/-- The gauge field `u⁻¹ d(u)` of a spin texture `u` along the direction of `d`. -/
def gaugeField (d : R →+ R) (u : Rˣ) : R := ↑u⁻¹ * d ↑u
```

The curvature of any pair $(a_1,a_2)$ is $F(a_1,a_2)=d_1a_2-d_2a_1+[a_1,a_2]$, where $[a,b]=ab-ba$.

```lean
/-- The curvature (field strength) of a gauge field with components `a1`, `a2`. -/
def curvature (d1 d2 : R →+ R) (a1 a2 : R) : R :=
  d1 a2 - d2 a1 + (a1 * a2 - a2 * a1)
```

Seen from the frame $u$, a gauge field $a_i$ becomes $a_i'=u^{-1}a_iu+A_i$.

```lean
/-- The gauge field `a` seen from the local spin frame `u`. -/
def gaugeTransform (d : R →+ R) (u : Rˣ) (a : R) : R :=
  ↑u⁻¹ * a * ↑u + gaugeField d u
```

A spin channel is an element $p$, later required to be idempotent and constant. Its emergent field is $F_p=F(pA_1p,\,pA_2p)$: the connection is projected first, and the curvature is taken afterwards.

```lean
/-- The curvature of the texture's gauge field after projection onto the spin channel `p`. -/
def emergentField (d1 d2 : R →+ R) (u : Rˣ) (p : R) : R :=
  curvature d1 d2 (p * gaugeField d1 u * p) (p * gaugeField d2 u * p)
```

## (a) The derivative of an inverse texture

Show from the Leibniz rule that
$$d(u^{-1})=-u^{-1}d(u)\,u^{-1}.$$

**Solution.** From $d(1)=d(1\cdot1)=d(1)+d(1)$ we get $d(1)=0$. Hence
$$0=d(u^{-1}u)=d(u^{-1})\,u+u^{-1}d(u),$$
and multiplying by $u^{-1}$ on the right gives the claim. In the proof, `h1` is $d(1)=0$, `h2` is the displayed equation solved for $d(u^{-1})u$, and the `calc` block does the last multiplication.

```lean
/-- The derivative of the inverse texture is `-u⁻¹ d(u) u⁻¹`. -/
theorem deriv_inv (hd : IsLeibniz d) (u : Rˣ) :
    d ↑u⁻¹ = -(↑u⁻¹ * d ↑u * ↑u⁻¹) := by
  have h1 : d 1 = 0 := by simpa using hd 1 1
  have h := hd (↑u⁻¹ : R) (↑u : R)
  rw [Units.inv_mul, h1] at h
  have h2 : d ↑u⁻¹ * ↑u = -(↑u⁻¹ * d ↑u) := eq_neg_of_add_eq_zero_left h.symm
  calc d ↑u⁻¹ = d ↑u⁻¹ * ↑u * ↑u⁻¹ := by rw [mul_assoc, Units.mul_inv, mul_one]
    _ = -(↑u⁻¹ * d ↑u * ↑u⁻¹) := by rw [h2, neg_mul]
```

## (b) Curvature under a change of frame

Let $d_1$ and $d_2$ obey the Leibniz rule and commute. Show that for every gauge field
$$F(a_1',a_2')=u^{-1}F(a_1,a_2)\,u.$$

**Solution.** Put $b_i=u^{-1}a_iu$, so that $a_i'=b_i+A_i$. By (a),
$$d_1b_2=u^{-1}d_1(a_2)u-[A_1,b_2],\qquad d_1A_2=-A_1A_2+u^{-1}d_1d_2u,$$
and likewise with 1 and 2 exchanged. Therefore
$$d_1a_2'-d_2a_1'=u^{-1}(d_1a_2-d_2a_1)u-[A_1,b_2]+[A_2,b_1]-[A_1,A_2]+u^{-1}(d_1d_2u-d_2d_1u).$$
The last term vanishes because the derivatives commute. The commutator is
$$[a_1',a_2']=[b_1,b_2]+[b_1,A_2]+[A_1,b_2]+[A_1,A_2].$$
In the sum every term containing an $A_i$ cancels, and $[b_1,b_2]=u^{-1}[a_1,a_2]u$ completes the result.

The `simp only` call performs this expansion, using (a) and the commutation hypothesis `hc`; `abel` cancels the remaining terms without exchanging factors.

```lean
/-- A change of local spin frame conjugates the curvature of any gauge field. -/
theorem curvature_gaugeTransform (h1 : IsLeibniz d1) (h2 : IsLeibniz d2)
    (hc : ∀ a, d1 (d2 a) = d2 (d1 a)) (u : Rˣ) (a1 a2 : R) :
    curvature d1 d2 (gaugeTransform d1 u a1) (gaugeTransform d2 u a2)
      = ↑u⁻¹ * curvature d1 d2 a1 a2 * ↑u := by
  have l1 : ∀ a b, d1 (a * b) = d1 a * b + a * d1 b := h1
  have l2 : ∀ a b, d2 (a * b) = d2 a * b + a * d2 b := h2
  simp only [curvature, gaugeTransform, gaugeField, map_add, l1, l2, deriv_inv h1 u,
    deriv_inv h2 u, hc, mul_add, add_mul, mul_sub, sub_mul, neg_mul, mul_assoc,
    Units.mul_inv_cancel_left]
  abel
```

## (c) Flatness of the full gauge field

Under the same hypotheses, show that
$$d_1A_2-d_2A_1+A_1A_2-A_2A_1=0.$$

**Solution.** Take $a_1=a_2=0$ in (b). Then $a_i'=A_i$, and the right-hand side is $u^{-1}\,0\,u=0$. The proof makes the same substitution.

Commutation of the derivatives is needed. On smooth functions of $x,y$ take $d_1=\partial_x$, $d_2=x\,\partial_y$ and $u=e^y$. Both maps obey the Leibniz rule, but $A_1=0$ and $A_2=x$, so the curvature is $d_1A_2=1$.

```lean
/-- The full gauge field of a spin texture has no curvature. -/
theorem gaugeField_flat (h1 : IsLeibniz d1) (h2 : IsLeibniz d2)
    (hc : ∀ a, d1 (d2 a) = d2 (d1 a)) (u : Rˣ) :
    curvature d1 d2 (gaugeField d1 u) (gaugeField d2 u) = 0 := by
  -- the texture is a frame change applied to the zero gauge field
  have h := curvature_gaugeTransform h1 h2 hc u 0 0
  simpa [curvature, gaugeTransform] using h
```

## (d) The field left in one channel

Now let $p^2=p$ and $d_1p=d_2p=0$. Show that
$$F_p=pA_2(1-p)A_1p-pA_1(1-p)A_2p.$$

**Solution.** Since $p$ is constant, $d_1(pA_2p)=p\,d_1(A_2)\,p$, and similarly for the other derivative. Since $p^2=p$, $(pA_1p)(pA_2p)=pA_1pA_2p$. Thus
$$F_p=p(d_1A_2-d_2A_1)p+pA_1pA_2p-pA_2pA_1p.$$
Flatness replaces the first bracket by $A_2A_1-A_1A_2$, so
$$F_p=(pA_2A_1p-pA_2pA_1p)-(pA_1A_2p-pA_1pA_2p),$$
which is the claim. Each term leaves the channel through one component of the gauge field and returns through the other.

The $p$ in the middle of $pA_1pA_2p$ carries the whole effect. Without it one computes the projection of the full curvature, which is zero, in place of the curvature of the projected connection.

In Lean, `e1` and `e2` move the derivatives inside, `pp` merges the two adjacent projectors, and `hf'` is flatness solved for the derivatives.

```lean
/-- The emergent field in a constant spin channel `p` is the antisymmetrised product of
the gauge-field parts that leave the channel and return to it. -/
theorem emergentField_eq (h1 : IsLeibniz d1) (h2 : IsLeibniz d2)
    (hc : ∀ a, d1 (d2 a) = d2 (d1 a)) (u : Rˣ) {p : R} (hp : p * p = p)
    (hp1 : d1 p = 0) (hp2 : d2 p = 0) :
    emergentField d1 d2 u p
      = p * gaugeField d2 u * (1 - p) * gaugeField d1 u * p
        - p * gaugeField d1 u * (1 - p) * gaugeField d2 u * p := by
  have hf := gaugeField_flat h1 h2 hc u
  unfold emergentField
  unfold curvature at hf ⊢
  generalize gaugeField d1 u = a at *
  generalize gaugeField d2 u = b at *
  have e1 : d1 (p * b * p) = p * d1 b * p := by
    rw [h1 (p * b) p, h1 p b, hp1]; simp
  have e2 : d2 (p * a * p) = p * d2 a * p := by
    rw [h2 (p * a) p, h2 p a, hp2]; simp
  have pp : ∀ x y : R, p * x * p * (p * y * p) = p * x * p * y * p := fun x y => by
    calc p * x * p * (p * y * p) = p * x * (p * p) * y * p := by simp only [mul_assoc]
      _ = p * x * p * y * p := by rw [hp]
  -- flatness trades the derivatives for a commutator
  have hf' : d1 b - d2 a = b * a - a * b := by
    rw [← sub_eq_zero, ← hf]; abel
  rw [e1, e2, pp, pp, ← sub_mul, ← mul_sub, hf']
  noncomm_ring
```

## (e) The derivative of the texture projector

For constant $p$, show that
$$d(upu^{-1})=u\,(Ap-pA)\,u^{-1},\qquad A=u^{-1}d(u).$$

**Solution.** The Leibniz rule with $d(p)=0$ leaves $d(u)\,pu^{-1}+up\,d(u^{-1})$. Insert $d(u)=uA$ and, from (a), $d(u^{-1})=-Au^{-1}$. The proof makes these replacements and does not need $p^2=p$.

```lean
/-- The derivative of the texture projector `u p u⁻¹` is the commutator of the gauge field
with `p`, rotated to the laboratory frame. -/
theorem deriv_projector (hd : IsLeibniz d) (u : Rˣ) {p : R} (hp0 : d p = 0) :
    d (↑u * p * ↑u⁻¹) = ↑u * (gaugeField d u * p - p * gaugeField d u) * ↑u⁻¹ := by
  rw [hd (↑u * p) ↑u⁻¹, hd ↑u p, hp0, deriv_inv hd]
  simp only [gaugeField, mul_zero, add_zero, mul_sub, sub_mul, mul_neg, mul_assoc,
    Units.mul_inv_cancel_left]
  abel
```

## (f) The emergent field in the laboratory frame

With the hypotheses of (d) and $P=upu^{-1}$, show that
$$u\,F_p\,u^{-1}=P\,[d_1P,d_2P]\,P.$$

**Solution.** Let $q=1-p$, so $q^2=q$, and let $C_i=A_ip-pA_i$. By (e), $d_iP=uC_iu^{-1}$, so the right-hand side is $u\,p[C_1,C_2]p\,u^{-1}$. Now
$$pC_1=pA_1p-pA_1=-pA_1q,\qquad C_2p=A_2p-pA_2p=qA_2p,$$
hence $pC_1C_2p=-pA_1qA_2p$. Subtracting the same expression with 1 and 2 exchanged gives
$$p[C_1,C_2]p=pA_2qA_1p-pA_1qA_2p=F_p$$
by (d). The laboratory-frame field therefore depends on the frame only through $P$.

Here `hq` is $q^2=q$, `key` is the formula for $pC_1C_2p$, and `conj` multiplies two conjugated elements.

```lean
/-- In the laboratory frame the emergent field is `P [d1 P, d2 P] P`, with the texture
projector `P = u p u⁻¹`. -/
theorem emergentField_projector (h1 : IsLeibniz d1) (h2 : IsLeibniz d2)
    (hc : ∀ a, d1 (d2 a) = d2 (d1 a)) (u : Rˣ) {p P : R} (hp : p * p = p)
    (hp1 : d1 p = 0) (hp2 : d2 p = 0) (hP : P = ↑u * p * ↑u⁻¹) :
    ↑u * emergentField d1 d2 u p * ↑u⁻¹ = P * (d1 P * d2 P - d2 P * d1 P) * P := by
  have hq : (1 - p) * (1 - p) = 1 - p := by
    rw [mul_sub, mul_one, sub_mul, one_mul, hp]; abel
  -- only excursions out of the channel survive between two projectors
  have key : ∀ a b : R, p * ((a * p - p * a) * (b * p - p * b)) * p
      = -(p * a * (1 - p) * b * p) := fun a b => by
    have l : p * (a * p - p * a) = -(p * a * (1 - p)) := by
      rw [mul_sub, ← mul_assoc p p a, hp]; noncomm_ring
    have r : (b * p - p * b) * p = (1 - p) * b * p := by
      rw [sub_mul, mul_assoc b p p, hp]; noncomm_ring
    calc p * ((a * p - p * a) * (b * p - p * b)) * p
        = (p * (a * p - p * a)) * ((b * p - p * b) * p) := by simp only [mul_assoc]
      _ = -(p * a * ((1 - p) * (1 - p)) * b * p) := by
          rw [l, r]; simp only [neg_mul, mul_assoc]
      _ = -(p * a * (1 - p) * b * p) := by rw [hq]
  have conj : ∀ x y : R, (↑u * x * ↑u⁻¹) * (↑u * y * ↑u⁻¹) = ↑u * (x * y) * ↑u⁻¹ :=
    fun x y => by simp only [mul_assoc, Units.inv_mul_cancel_left]
  rw [hP, deriv_projector h1 u hp1, deriv_projector h2 u hp2, conj, conj, ← sub_mul,
    ← mul_sub, conj, conj, mul_sub p, sub_mul _ _ p, key, key,
    emergentField_eq h1 h2 hc u hp hp1 hp2]
  congr 2
  abel
```

## A polynomial texture in the plane

To see that $F_p$ can be non-zero, take $2\times2$ matrices whose entries are real polynomials in $x_0,x_1$, written `X 0` and `X 1`. The derivatives $\partial_0,\partial_1$ act on each entry and play the roles of $d_1,d_2$.

```lean
/-- Two-by-two spin matrices whose entries are real polynomials in two coordinates. -/
abbrev SpinField := Matrix (Fin 2) (Fin 2) (MvPolynomial (Fin 2) ℝ)

/-- The entrywise partial derivative of a spin-matrix field along coordinate `i`. -/
def partialD (i : Fin 2) : SpinField →+ SpinField where
  toFun M := Matrix.of fun a b => pderiv i (M a b)
  map_zero' := Matrix.ext fun a b => by simp
  map_add' M N := Matrix.ext fun a b => by simp
```

The texture and its inverse are
$$u=\begin{pmatrix}1+x_0x_1&x_0\\x_1&1\end{pmatrix},\qquad u^{-1}=\begin{pmatrix}1&-x_0\\-x_1&1+x_0x_1\end{pmatrix}.$$
The determinant is one, but $u$ is unitary only at the origin. It is thus an algebraic example and not an SU(2) texture. For a smooth SU(2) texture that turns the first spin component along a unit vector $n$, the projector is $P=(1+n\cdot\sigma)/2$, with $\sigma$ the Pauli matrices, and (f) gives $uF_pu^{-1}=\tfrac{i}{2}\,n\cdot(\partial_0n\times\partial_1n)\,P$. This is non-zero wherever $\partial_0n$ and $\partial_1n$ are linearly independent. The factor $i$ appears because the gauge field of a unitary texture is anti-Hermitian in this convention; the polynomial texture has real entries, so its field is real, and this real field can be non-zero only because the texture is not unitary.

```lean
/-- An invertible polynomial texture in the plane, given with its inverse. -/
def texture : SpinFieldˣ where
  val := !![1 + X 0 * X 1, X 0; X 1, 1]
  inv := !![1, -X 0; -X 1, 1 + X 0 * X 1]
  val_inv := by rw [Matrix.mul_fin_two, Matrix.one_fin_two]; ring_nf
  inv_val := by rw [Matrix.mul_fin_two, Matrix.one_fin_two]; ring_nf
```

The channel is the first spin component, $p=\mathrm{diag}(1,0)$.

```lean
/-- The constant projector onto the first spin component. -/
def spinUp : SpinField := !![1, 0; 0, 0]
```

## (g) The product rule for matrix fields

Show for $i=0,1$ that
$$\partial_i(MN)=(\partial_iM)N+M(\partial_iN).$$

**Solution.** Entry by entry,
$$\partial_i\sum_cM_{ac}N_{cb}=\sum_c\big((\partial_iM_{ac})N_{cb}+M_{ac}\,\partial_iN_{cb}\big).$$
The proof writes out the two-term sum and applies the polynomial product rule.

```lean
/-- The entrywise partial derivative obeys the Leibniz rule for matrix products. -/
theorem partialD_leibniz (i : Fin 2) : IsLeibniz (partialD i) := fun M N =>
  Matrix.ext fun a b => by
    simp [partialD, Matrix.mul_apply, Fin.sum_univ_two, Derivation.leibniz]
    ring
```

## (h) Commuting partial derivatives

Show that
$$\partial_0\partial_1M=\partial_1\partial_0M.$$

**Solution.** On polynomials, $[\partial_0,\partial_1]$ is again a derivation. It vanishes on $x_0$ and $x_1$, whose first derivatives are constants, and a real-linear derivation is fixed by its values on the variables. It is therefore zero, and the matrix statement follows entrywise. `MvPolynomial.derivation_ext` supplies the reduction to the variables.

```lean
/-- The two entrywise partial derivatives commute. -/
theorem partialD_comm (M : SpinField) :
    partialD 0 (partialD 1 M) = partialD 1 (partialD 0 M) := by
  have h : ⁅(pderiv 0 : Derivation ℝ (MvPolynomial (Fin 2) ℝ) (MvPolynomial (Fin 2) ℝ)),
      (pderiv 1 : Derivation ℝ (MvPolynomial (Fin 2) ℝ) (MvPolynomial (Fin 2) ℝ))⁆ = 0 :=
    MvPolynomial.derivation_ext fun i => by
      fin_cases i <;> simp [Derivation.commutator_apply, pderiv_X]
  refine Matrix.ext fun a b => ?_
  have h' := DFunLike.congr_fun h (M a b)
  simp only [Derivation.commutator_apply, Derivation.zero_apply] at h'
  exact sub_eq_zero.mp h'
```

## (i) A non-zero field from a flat connection

For this texture and channel, show that $p^2=p$, $\partial_0p=\partial_1p=0$, and
$$F_p=-p\neq0.$$

**Solution.** The conditions on $p$ are immediate. Multiplying $u^{-1}$ by the derivatives of $u$ gives
$$A_0=\begin{pmatrix}x_1&1\\-x_1^2&-x_1\end{pmatrix},\qquad A_1=\begin{pmatrix}0&0\\1&0\end{pmatrix}.$$
Projection leaves $pA_0p=x_1p$ and $pA_1p=0$. The commutator vanishes, so
$$F_p=\partial_0(0)-\partial_1(x_1p)=-p.$$
The upper-left entry of $p$ is 1, so $p\neq0$. By (c), (g) and (h), the unprojected connection is flat.

The steps `a0` and `a1` compute the gauge field, `b0` and `b1` project it, and the final goals compare matrix entries.

```lean
/-- For the polynomial texture and the first spin component all hypotheses on the channel
hold, and the emergent field is the non-zero constant `-spinUp`. -/
theorem emergentField_witness :
    spinUp * spinUp = spinUp ∧ partialD 0 spinUp = 0 ∧ partialD 1 spinUp = 0 ∧
      emergentField (partialD 0) (partialD 1) texture spinUp = -spinUp ∧ spinUp ≠ 0 := by
  have mk : ∀ (i : Fin 2) (a b c e : MvPolynomial (Fin 2) ℝ),
      partialD i !![a, b; c, e] = !![pderiv i a, pderiv i b; pderiv i c, pderiv i e] :=
    fun i a b c e => Matrix.ext fun j k => by fin_cases j <;> fin_cases k <;> rfl
  have hp : spinUp * spinUp = spinUp := by
    simp only [spinUp, Matrix.mul_fin_two]
    ring_nf
  have hz : ∀ i, partialD i spinUp = 0 := fun i => by
    rw [spinUp, mk]
    refine Matrix.ext fun j k => ?_
    fin_cases j <;> fin_cases k <;> simp
  -- the two components of the full gauge field
  have a0 : gaugeField (partialD 0) texture = !![X 1, 1; -X 1 ^ 2, -X 1] := by
    change !![1, -X 0; -X 1, 1 + X 0 * X 1] *
      partialD 0 !![1 + X 0 * X 1, X 0; X 1, 1] = _
    rw [mk, Matrix.mul_fin_two]
    simp [pderiv_X, Derivation.leibniz]
    ring
  have a1 : gaugeField (partialD 1) texture = !![0, 0; 1, 0] := by
    change !![1, -X 0; -X 1, 1 + X 0 * X 1] *
      partialD 1 !![1 + X 0 * X 1, X 0; X 1, 1] = _
    rw [mk, Matrix.mul_fin_two]
    simp [pderiv_X, Derivation.leibniz]
    ring
  have b0 : spinUp * !![X 1, 1; -X 1 ^ 2, -X 1] * spinUp = !![X 1, 0; 0, 0] := by
    simp only [spinUp, Matrix.mul_fin_two]
    ring_nf
  have b1 : spinUp * !![0, 0; 1, 0] * spinUp = !![0, 0; 0, 0] := by
    simp only [spinUp, Matrix.mul_fin_two]
    ring_nf
  refine ⟨hp, hz 0, hz 1, ?_, fun h => ?_⟩
  · rw [emergentField, a0, a1, b0, b1, curvature, mk, mk, Matrix.mul_fin_two,
      Matrix.mul_fin_two]
    refine Matrix.ext fun j k => ?_
    fin_cases j <;> fin_cases k <;> simp [spinUp]
  · have h00 := congrFun (congrFun h 0) 0
    simp [spinUp] at h00

end

end SpinTextureGauge
```

```lean
#print axioms SpinTextureGauge.gaugeField_flat
-- 'SpinTextureGauge.gaugeField_flat' depends on axioms: [propext]
#print axioms SpinTextureGauge.emergentField_projector
-- 'SpinTextureGauge.emergentField_projector' depends on axioms: [propext]
#print axioms SpinTextureGauge.partialD_leibniz
-- 'SpinTextureGauge.partialD_leibniz' depends on axioms: [propext, Classical.choice, Quot.sound]
#print axioms SpinTextureGauge.partialD_comm
-- 'SpinTextureGauge.partialD_comm' depends on axioms: [propext, Classical.choice, Quot.sound]
```
